# Missing transition strength bounds the error of a truncated sum over states

A static response such as a polarizability can be computed as a sum over empty states, and the sum is usually cut after some number of bands, which leaves open how much the omitted ones would have added. For the response of the lowest state of a Hermitian Hamiltonian in a finite basis, the file below bounds that omitted part by quantities that need no state above the cut, apart from the energy of the first one left out, which must exceed that of the lowest state.

In Lean 4 with Mathlib:

```lean
import Mathlib

open Finset

namespace EmptyBandTruncation

noncomputable section

variable {E : Type*} [NormedAddCommGroup E] [InnerProductSpace ℂ E] {N : ℕ}

/-- The transition strength `|⟨u_f, x u_0⟩|²` from state `0` to state `f`. -/
def strength (u : OrthonormalBasis (Fin (N + 1)) ℂ E) (x : E →ₗ[ℂ] E)
    (f : Fin (N + 1)) : ℝ := ‖inner ℂ (u f) (x (u 0))‖ ^ 2

/-- The full sum over states: strength over excitation energy, for all `f` with `e_f > e_0`. -/
def fullSum (u : OrthonormalBasis (Fin (N + 1)) ℂ E) (e : Fin (N + 1) → ℝ)
    (x : E →ₗ[ℂ] E) : ℝ :=
  ∑ f with e 0 < e f, strength u x f / (e f - e 0)

/-- The sum over states restricted to the states `f < n` with `e_f > e_0`. -/
def truncatedSum (u : OrthonormalBasis (Fin (N + 1)) ℂ E) (e : Fin (N + 1) → ℝ)
    (x : E →ₗ[ℂ] E) (n : Fin (N + 1)) : ℝ :=
  ∑ f with e 0 < e f ∧ f < n, strength u x f / (e f - e 0)

/-- The norm square of `x u_0` less the strengths of the states `f < n`. -/
def missingStrength (u : OrthonormalBasis (Fin (N + 1)) ℂ E) (x : E →ₗ[ℂ] E)
    (n : Fin (N + 1)) : ℝ := ‖x (u 0)‖ ^ 2 - ∑ f with f < n, strength u x f

/-- The part `Q d` of a vector `d` that lies in the states with `e_f > e_0`. -/
def excitedPart (u : OrthonormalBasis (Fin (N + 1)) ℂ E) (e : Fin (N + 1) → ℝ)
    (d : E) : E := ∑ f with e 0 < e f, inner ℂ (u f) d • u f

variable (u : OrthonormalBasis (Fin (N + 1)) ℂ E) (e : Fin (N + 1) → ℝ)
  (x : E →ₗ[ℂ] E) (n : Fin (N + 1))

/-- The missing strength is the total strength of the omitted states `f ≥ n`. -/
theorem missingStrength_eq : missingStrength u x n = ∑ f with n ≤ f, strength u x f := by
  -- Parseval's identity for `x u_0`
  have hp : ‖x (u 0)‖ ^ 2 = ∑ f, strength u x f := by
    rw [← u.repr.norm_map (x (u 0)), EuclideanSpace.norm_sq_eq]
    simp only [strength, OrthonormalBasis.repr_apply_apply]
  rw [missingStrength, hp]
  simp only [sum_filter]
  rw [← sum_sub_distrib]
  refine sum_congr rfl fun f _ => ?_
  by_cases h : f < n
  · simp [h, not_le.2 h]
  · simp [h, not_lt.1 h]

/-- For ascending energies with `e_0 < e_n`, truncation loses exactly the terms `f ≥ n`. -/
theorem loss_eq (he : Monotone e) (hn : e 0 < e n) :
    fullSum u e x - truncatedSum u e x n
      = ∑ f with n ≤ f, strength u x f / (e f - e 0) := by
  simp only [fullSum, truncatedSum, sum_filter]
  rw [← sum_sub_distrib]
  refine sum_congr rfl fun f _ => ?_
  by_cases h : f < n
  · simp [h, not_le.2 h]
  · have hf : e 0 < e f := hn.trans_le (he (not_lt.1 h))
    simp [h, hf, not_lt.1 h]

/-- For ascending energies with `e_0 < e_n` and no energy above `W`, the loss lies between
the missing strength over `W - e_0` and the missing strength over `e_n - e_0`. -/
theorem loss_bracket (he : Monotone e) (hn : e 0 < e n) {W : ℝ} (hW : ∀ f, e f ≤ W) :
    missingStrength u x n / (W - e 0) ≤ fullSum u e x - truncatedSum u e x n ∧
    fullSum u e x - truncatedSum u e x n ≤ missingStrength u x n / (e n - e 0) := by
  rw [loss_eq u e x n he hn, missingStrength_eq, sum_div, sum_div]
  constructor <;> refine sum_le_sum fun f hf => ?_
  · have h1 := he (mem_filter.1 hf).2
    exact div_le_div_of_nonneg_left (sq_nonneg _) (by linarith) (by linarith [hW f])
  · have h1 := he (mem_filter.1 hf).2
    exact div_le_div_of_nonneg_left (sq_nonneg _) (by linarith) (by linarith)

/-- For ascending energies with `e_0 < e_n`, the loss equals its upper bound exactly when
no omitted state with energy above `e_n` is coupled to `u_0` by `x`. -/
theorem loss_eq_bound_iff (he : Monotone e) (hn : e 0 < e n) :
    fullSum u e x - truncatedSum u e x n = missingStrength u x n / (e n - e 0) ↔
      ∀ f, n ≤ f → e n < e f → inner ℂ (u f) (x (u 0)) = 0 := by
  rw [loss_eq u e x n he hn, missingStrength_eq, sum_div, sum_eq_sum_iff_of_le]
  · constructor
    · intro h f hf hlt
      by_contra hne
      -- a coupled state above `e_n` would make the inequality strict
      have hs : 0 < strength u x f := pow_pos (norm_pos_iff.2 hne) 2
      have h1 := h f (mem_filter.2 ⟨mem_univ f, hf⟩)
      have h2 : strength u x f / (e f - e 0) < strength u x f / (e n - e 0) :=
        div_lt_div_of_pos_left hs (by linarith) (by linarith)
      exact h2.ne h1
    · intro h f hf
      have hf' := (mem_filter.1 hf).2
      rcases (he hf').eq_or_lt with h1 | h1
      · rw [h1]
      · simp [strength, h f hf' h1]
  · intro f hf
    have h1 := he (mem_filter.1 hf).2
    exact div_le_div_of_nonneg_left (sq_nonneg _) (by linarith) (by linarith)

variable (H : E →ₗ[ℂ] E)

/-- If the `u_f` are eigenvectors of `H` with energies `e_f`, the Sternheimer equation
`(H - e_0) ψ = Q x u_0` is solved by the first-order sum over excited states. -/
theorem sternheimer_solution (hu : ∀ f, H (u f) = (e f : ℂ) • u f) (ψ : E)
    (hψ : ψ = ∑ f with e 0 < e f,
      (inner ℂ (u f) (x (u 0)) / ((e f : ℂ) - e 0)) • u f) :
    H ψ - (e 0 : ℂ) • ψ = excitedPart u e (x (u 0)) := by
  subst hψ
  simp only [excitedPart, map_sum, map_smul, hu, smul_sum]
  rw [← sum_sub_distrib]
  refine sum_congr rfl fun f hf => ?_
  have hne : (e f : ℂ) - e 0 ≠ 0 := by
    rw [← Complex.ofReal_sub]
    exact Complex.ofReal_ne_zero.2 (sub_pos.2 (mem_filter.1 hf).2).ne'
  rw [smul_smul, smul_smul, ← sub_smul]
  congr 1
  rw [mul_comm (e 0 : ℂ), ← mul_sub, div_mul_cancel₀ _ hne]

/-- For Hermitian `H` with eigenbasis `u_f`, every solution `ψ` of the Sternheimer equation
gives the full sum over states as the overlap `⟨Q x u_0, ψ⟩`. -/
theorem sternheimer_response (hH : H.IsSymmetric)
    (hu : ∀ f, H (u f) = (e f : ℂ) • u f) (ψ : E)
    (hψ : H ψ - (e 0 : ℂ) • ψ = excitedPart u e (x (u 0))) :
    inner ℂ (excitedPart u e (x (u 0))) ψ = (fullSum u e x : ℂ) := by
  -- project the Sternheimer equation on an excited state
  have key : ∀ f, e 0 < e f →
      ((e f : ℂ) - e 0) * inner ℂ (u f) ψ = inner ℂ (u f) (x (u 0)) := by
    intro f hf
    have h1 : inner ℂ (u f) (H ψ) = (e f : ℂ) * inner ℂ (u f) ψ := by
      rw [← hH (u f) ψ, hu f, inner_smul_left, Complex.conj_ofReal]
    have h2 : inner ℂ (u f) (excitedPart u e (x (u 0))) = inner ℂ (u f) (x (u 0)) := by
      simp [excitedPart, orthonormal_iff_ite.mp u.orthonormal, hf]
    rw [← hψ, inner_sub_right, inner_smul_right, h1] at h2
    linear_combination h2
  rw [excitedPart, fullSum, sum_inner, Complex.ofReal_sum]
  refine sum_congr rfl fun f hf => ?_
  have hf' := (mem_filter.1 hf).2
  have hne : (e f : ℂ) - e 0 ≠ 0 := by
    rw [← Complex.ofReal_sub]
    exact Complex.ofReal_ne_zero.2 (sub_pos.2 hf').ne'
  rw [inner_smul_left, strength]
  push_cast
  rw [eq_div_iff hne, ← Complex.conj_mul']
  linear_combination (starRingEnd ℂ (inner ℂ (u f) (x (u 0)))) * key f hf'

/-- Empty-band error bound: for Hermitian `H` with eigenbasis `u_f`, ascending energies `e_f` and
`e_0 < e_n`, the sum over the states `f < n` falls short of the exact Sternheimer response by a
nonnegative amount, at most the missing strength over `e_n - e_0`. -/
theorem empty_band_error_bound (hH : H.IsSymmetric)
    (hu : ∀ f, H (u f) = (e f : ℂ) • u f) (he : Monotone e) (hn : e 0 < e n) (ψ : E)
    (hψ : H ψ - (e 0 : ℂ) • ψ = excitedPart u e (x (u 0))) :
    0 ≤ (inner ℂ (excitedPart u e (x (u 0))) ψ).re - truncatedSum u e x n ∧
    (inner ℂ (excitedPart u e (x (u 0))) ψ).re - truncatedSum u e x n
      ≤ (‖x (u 0)‖ ^ 2 - ∑ f with f < n, ‖inner ℂ (u f) (x (u 0))‖ ^ 2)
        / (e n - e 0) := by
  rw [sternheimer_response u e x H hH hu ψ hψ, Complex.ofReal_re]
  refine ⟨?_, (loss_bracket u e x n he hn (fun f => he (Fin.le_last f))).2⟩
  rw [loss_eq u e x n he hn]
  refine sum_nonneg fun f hf => div_nonneg (sq_nonneg _) ?_
  linarith [he (mem_filter.1 hf).2]

/-- The three-level Hamiltonian `diag(0, 1, 2)`. -/
def levelH : EuclideanSpace ℂ (Fin 3) →ₗ[ℂ] EuclideanSpace ℂ (Fin 3) where
  toFun v := !₂[0, v 1, 2 * v 2]
  map_add' v w := by ext i; fin_cases i <;> simp [mul_add]
  map_smul' c v := by ext i; fin_cases i <;> simp [mul_left_comm]

/-- A perturbation that couples level `0` to the levels `1` and `2` with unit amplitude. -/
def levelX : EuclideanSpace ℂ (Fin 3) →ₗ[ℂ] EuclideanSpace ℂ (Fin 3) where
  toFun v := !₂[v 1 + v 2, v 0, v 0]
  map_add' v w := by ext i; fin_cases i <;> simp [add_add_add_comm]
  map_smul' c v := by ext i; fin_cases i <;> simp [mul_add]

/-- The three-level Hamiltonian is Hermitian, has the standard basis as eigenvectors with energies
`0, 1, 2`, and both upper levels have unit strength under `levelX`. -/
theorem empty_band_witness :
    levelH.IsSymmetric ∧
    (∀ f : Fin 3, levelH (EuclideanSpace.basisFun (Fin 3) ℂ f)
      = (((f : ℕ) : ℝ) : ℂ) • EuclideanSpace.basisFun (Fin 3) ℂ f) ∧
    strength (N := 2) (EuclideanSpace.basisFun (Fin 3) ℂ) levelX 1 = 1 ∧
    strength (N := 2) (EuclideanSpace.basisFun (Fin 3) ℂ) levelX 2 = 1 := by
  refine ⟨fun v w => ?_, fun f => ?_, ?_, ?_⟩
  · have h2 : (starRingEnd ℂ) 2 = 2 := Complex.conj_eq_iff_real.2 ⟨2, by norm_num⟩
    simp [levelH, PiLp.inner_apply, Fin.sum_univ_succ]
    linear_combination (w.ofLp 2 * (starRingEnd ℂ) (v.ofLp 2)) * h2
  · ext i
    fin_cases f <;> fin_cases i <;> simp [levelH]
  · simp [strength, levelX, PiLp.inner_apply]
  · simp [strength, levelX, PiLp.inner_apply]

end

end EmptyBandTruncation
```

```lean
#print axioms EmptyBandTruncation.loss_eq_bound_iff
-- 'EmptyBandTruncation.loss_eq_bound_iff' depends on axioms: [propext, Classical.choice, Quot.sound]
#print axioms EmptyBandTruncation.sternheimer_solution
-- 'EmptyBandTruncation.sternheimer_solution' depends on axioms: [propext, Classical.choice, Quot.sound]
#print axioms EmptyBandTruncation.empty_band_error_bound
-- 'EmptyBandTruncation.empty_band_error_bound' depends on axioms: [propext, Classical.choice, Quot.sound]
```

## What is being bounded

Let u_0, …, u_N be an orthonormal basis of eigenvectors of H with energies e_0 ≤ … ≤ e_N, and let x be the perturbation. Write

c_f = ⟨u_f, x u_0⟩, s_f = |c_f|².

The full sum over states and its truncation are

R = Σ_{f: e_f > e_0} s_f / (e_f − e_0),

R_n = Σ_{f < n, e_f > e_0} s_f / (e_f − e_0).

In the file, s_f is `strength u x f`, R is `fullSum` and R_n is `truncatedSum`. The difference ‖x u_0‖² − Σ_{f<n} s_f is `missingStrength`, written M_n here. It requires only the vector x u_0 and its overlaps with the states that were kept.

The main theorem, `empty_band_error_bound`, compares R_n with a response obtained from a linear equation instead of a sum with energy denominators. Let Q project onto the states with e_f > e_0; the file writes it as a sum over these states, but it is also the identity minus the projector onto the ground level. Let ψ be any solution of the Sternheimer equation

(H − e_0) ψ = Q x u_0.

If e_0 < e_n, then

0 ≤ Re⟨Q x u_0, ψ⟩ − R_n ≤ M_n / (e_n − e_0).

## The physics behind the hypotheses

The type `E` is a complex inner product space, and `OrthonormalBasis (Fin (N + 1)) ℂ E` makes it finite-dimensional, with N + 1 states numbered from 0. This is the situation of a calculation in a fixed basis set. The bound limits the error from omitted bands within that basis, not the error of the basis itself, and the file does not treat a continuous spectrum.

`Monotone e` says that the energies ascend, with degeneracies allowed. The condition `hn : e 0 < e n` places the cut above the whole ground level. `excitedPart` is Q, which removes every state of that level and not just u_0. `hH` states that H is Hermitian, and `hu` that the u_f are its eigenvectors. The perturbation `x` is any linear operator; a physical observable is the Hermitian case.

For Hermitian x and a non-degenerate ground state, −R is the second-order energy shift, and the usual first-order correction to the state is −ψ for the solution ψ orthogonal to u_0; the file leaves out this sign. If x is the component of the dipole operator along a static field, the polarizability along that field is 2R, so the bound on its truncation error is 2M_n / (e_n − e_0).

The initial state is always the lowest one, so a response summed over several occupied orbitals is not covered. H is fixed, so the change of a self-consistent potential under the perturbation is not included. In a PAW calculation the smooth orbitals are orthonormal with respect to an overlap operator, so their plain inner product can't stand in for ⟨·,·⟩. Within these limits, the bound gives an error bar on a static response computed with a given number of empty bands.

## From Parseval's identity to the two-sided estimate

Since the u_f form an orthonormal basis,

‖x u_0‖² = Σ_f s_f.

Subtracting the states below n leaves

M_n = Σ_{f ≥ n} s_f.

This is `missingStrength_eq`. Its step `hp` is Parseval's identity; the remaining lines compare the sums index by index, according to whether f < n.

The truncation loss has the same range. Every f ≥ n satisfies e_f ≥ e_n > e_0 and therefore occurs in R, while the terms with f < n cancel:

R − R_n = Σ_{f ≥ n} s_f / (e_f − e_0).

This is `loss_eq`, where `hf` supplies the inequality e_0 < e_f.

Now let W be a number that no energy exceeds. For f ≥ n,

0 < e_n − e_0 ≤ e_f − e_0 ≤ W − e_0,

and because s_f ≥ 0,

s_f / (W − e_0) ≤ s_f / (e_f − e_0) ≤ s_f / (e_n − e_0).

Summation over f ≥ n gives `loss_bracket`:

M_n / (W − e_0) ≤ R − R_n ≤ M_n / (e_n − e_0).

The call to `sum_le_sum` reduces each side to one term, and `div_le_div_of_nonneg_left` compares the denominators. An upper limit on the spectrum thus also tells how much the truncation must lose at least.

## When the upper bound is exact

The upper bound minus the loss is

Σ_{f ≥ n} s_f [1/(e_n − e_0) − 1/(e_f − e_0)].

No term is negative, so the sum vanishes exactly when each term does. The bracket is zero for e_f = e_n and positive for e_f > e_n. Equality therefore holds if and only if c_f = 0 for every omitted state with energy above e_n, which is `loss_eq_bound_iff`. The lemma `sum_eq_sum_iff_of_le` turns equality of the sums into equality of the terms, and a coupled state above e_n would contradict this through the strict inequality `h2`.

## Why the Sternheimer response equals the full sum

A solution can be written down directly:

ψ = Σ_{f: e_f > e_0} c_f / (e_f − e_0) u_f.

Applying H − e_0 multiplies each u_f by e_f − e_0, which cancels the denominator and leaves Σ_{f: e_f > e_0} c_f u_f = Q x u_0. This is `sternheimer_solution`; `hne` records that the denominator is not zero.

The solution is not unique, because any vector of the ground level may be added to ψ. The response is unaffected. Let ψ be any solution and take the inner product of the equation with an excited u_f. Since H is Hermitian,

⟨u_f, Hψ⟩ = ⟨H u_f, ψ⟩ = e_f ⟨u_f, ψ⟩,

and hence

(e_f − e_0) ⟨u_f, ψ⟩ = c_f.

This is the step `key` in `sternheimer_response`. Mathlib's inner product is conjugate-linear in its first argument, so with c_f* the complex conjugate of c_f,

⟨Q x u_0, ψ⟩ = Σ_{f: e_f > e_0} c_f* ⟨u_f, ψ⟩ = Σ_{f: e_f > e_0} |c_f|² / (e_f − e_0) = R.

The overlap is therefore real, and the real part in the main theorem discards nothing. The proof of `empty_band_error_bound` replaces the overlap by R and takes the upper half of `loss_bracket` with W = e_N. Nonnegativity follows from `loss_eq`, whose terms are all nonnegative.

## Three levels, and the smallest case

Take H = diag(0, 1, 2), and let x couple level 0 to levels 1 and 2 with unit amplitude. These are `levelH` and `levelX`. The theorem `empty_band_witness` confirms that H is Hermitian, that the standard basis vectors are its eigenvectors with energies 0, 1, 2, and that s_1 = s_2 = 1. Here x u_0 = u_1 + u_2, so ‖x u_0‖² = 2 and s_0 = 0. The full sum is

R = 1/1 + 1/2 = 3/2.

The Sternheimer equation gives the same value: ψ = u_1 + u_2/2 solves it, and its overlap with u_1 + u_2 is 3/2.

For n = 1 no excited state is kept, so R_1 = 0 and the loss is 3/2. The missing strength is M_1 = 2. With W = 2 the two-sided estimate reads

2/2 = 1 ≤ 3/2 ≤ 2 = 2/1.

The upper bound is not attained, because level 2 lies above e_1 and is coupled to u_0.

For n = 2 the kept part is R_2 = 1 and the loss is 1/2. Now M_2 = 2 − 1 = 1, and the upper bound 1/(2 − 0) = 1/2 is exact. The same happens whenever only the last state is omitted, since nothing is left above it.

The condition e_0 < e_n requires at least two states. With exactly two, n must be 1, the truncated sum is empty, and the loss and its upper bound are both s_1 / (e_1 − e_0).
